# Multipole coefficients of the Power–Zienau–Woolley line integrals for polynomial fields

For real polynomials $E$ and $B$ in one variable and every real $x$,

$$x\int_0^1 E(sx)\,ds=\sum_{n=0}^{N-1}\frac{E^{(n)}(0)\,x^{n+1}}{(n+1)!},\qquad
\int_0^1 s\,B(sx)\,ds=\sum_{n=0}^{N-1}\frac{B^{(n)}(0)\,x^n}{n!\,(n+2)},$$

where $N$ is any integer above the degree of the field, and $E^{(n)}$ is the $n$-th derivative. The same coefficients hold in three dimensions, with derivatives taken along the ray from the origin to the charge.

## Where the coefficients enter a code

A simulation that couples a charge to light beyond the dipole approximation can evaluate these integrals by quadrature or by a multipole series; for a single classical charge in a prescribed polynomial field, the two agree, apart from quadrature and rounding errors, once every order up to the field's degree is included. The electric coefficients begin $1,\ 1/2,\ 1/6$ and the magnetic ones $1/2,\ 1/3,\ 1/8$. Using the electric coefficients for both series would double the leading magnetic term.

## From powers of the line parameter to both series

Write the field as $F(y)=\sum_{n=0}^{N-1}a_n y^n$. Differentiating $n$ times and setting $y=0$ leaves $F^{(n)}(0)=n!\,a_n$. For a natural number $k$,

$$\int_0^1 s^kF(sx)\,ds=\sum_{n=0}^{N-1}a_nx^n\int_0^1 s^{n+k}\,ds=\sum_{n=0}^{N-1}\frac{F^{(n)}(0)\,x^n}{n!\,(n+k+1)}.$$

Setting $k=0$, multiplying by $x$ and using $n!\,(n+1)=(n+1)!$ gives the electric series. Setting $k=1$ gives the magnetic one.

For $x\neq0$, the substitution $t=sx$ gives $x\int_0^1E(sx)\,ds=\int_0^xE(t)\,dt$; at $x=0$ both sides vanish. The derivative with respect to $x$ is therefore $E(x)$. For a charge $q$ with energy $-q\int_0^xE(t)\,dt$, minus the derivative of the energy is the force $qE(x)$.

In space, let the charge have position $\mathbf r$ and velocity $\mathbf v$. Its coupling energies are

$$U_E=-q\,\mathbf r\cdot\int_0^1\mathbf E(s\mathbf r)\,ds,\qquad
U_B=-q\,(\mathbf r\times\mathbf v)\cdot\int_0^1 s\,\mathbf B(s\mathbf r)\,ds.$$

Each component $F_i(s\mathbf r)$ is a polynomial in $s$. Let $D_nF_i$ be its $n$-th derivative at $s=0$. Applying the line formulas at $x=1$, then summing over components and exchanging the finite sums, gives

$$U_E=\sum_{n=0}^{N-1}\left[-q\sum_i\frac{r_i\,D_nE_i}{(n+1)!}\right],\qquad
U_B=\sum_{n=0}^{N-1}\left[-q\sum_i\frac{(\mathbf r\times\mathbf v)_i\,D_nB_i}{n!\,(n+2)}\right].$$

The powers of position are already contained in $D_n$. For uniform $\mathbf B=\mathbf b$, $\int_0^1s\,ds=1/2$ gives $U_B=-(q/2)(\mathbf r\times\mathbf v)\cdot\mathbf b$, the energy of the orbital magnetic moment $(q/2)\,\mathbf r\times\mathbf v$.

## The Lean file

```lean
import Mathlib

open Matrix

namespace PZWMultipole

noncomputable section

/-- The `n`-th derivative of a polynomial field at the origin is `n!` times its `n`-th
coefficient. -/
theorem derivative_at_origin (F : Polynomial ℝ) (n : ℕ) :
    (Polynomial.derivative^[n] F).eval 0 = (n.factorial : ℝ) * F.coeff n := by
  rw [← Polynomial.coeff_zero_eq_eval_zero, Polynomial.coeff_iterate_derivative, zero_add,
    Nat.descFactorial_self, nsmul_eq_mul]

/-- The integral of `s ^ k * F(s x)` over `s` from `0` to `1`, for a polynomial field `F`, as a sum
over the derivatives of the field at the origin. -/
theorem line_moment (F : Polynomial ℝ) {N : ℕ} (hN : F.natDegree < N) (k : ℕ) (x : ℝ) :
    ∫ s in (0 : ℝ)..1, s ^ k * F.eval (s * x) =
      ∑ n ∈ Finset.range N, (Polynomial.derivative^[n] F).eval 0 * x ^ n /
        ((n.factorial : ℝ) * ((n : ℝ) + k + 1)) := by
  -- expand the field in powers of the line parameter
  have h : ∀ s : ℝ, s ^ k * F.eval (s * x) =
      ∑ n ∈ Finset.range N, F.coeff n * x ^ n * s ^ (n + k) := by
    intro s
    rw [Polynomial.eval_eq_sum_range' hN, Finset.mul_sum]
    refine Finset.sum_congr rfl fun n _ => ?_
    ring
  simp_rw [h]
  rw [intervalIntegral.integral_finsetSum
    (fun n _ => Continuous.intervalIntegrable (by fun_prop) _ _)]
  -- integrate each power separately
  refine Finset.sum_congr rfl fun n _ => ?_
  rw [intervalIntegral.integral_const_mul, integral_pow, derivative_at_origin, one_pow,
    zero_pow (Nat.succ_ne_zero _), sub_zero]
  have h1 : (n.factorial : ℝ) ≠ 0 := by positivity
  have h2 : (n : ℝ) + k + 1 ≠ 0 := by positivity
  push_cast
  field_simp

/-- The factorial recursion in the form needed for the electric coefficients. -/
theorem factorial_step (n : ℕ) :
    ((n + 1).factorial : ℝ) = (n.factorial : ℝ) * ((n : ℝ) + 1) := by
  rw [Nat.factorial_succ]
  push_cast
  ring

/-- Electric PZW line integral on a line: the `n`-th derivative of the field at the origin
enters with `x ^ (n + 1) / (n + 1)!`. -/
theorem electric_line_integral (E : Polynomial ℝ) {N : ℕ} (hN : E.natDegree < N) (x : ℝ) :
    x * ∫ s in (0 : ℝ)..1, E.eval (s * x) =
      ∑ n ∈ Finset.range N, (Polynomial.derivative^[n] E).eval 0 * x ^ (n + 1) /
        ((n + 1).factorial : ℝ) := by
  have h := line_moment E hN 0 x
  simp only [pow_zero, one_mul, Nat.cast_zero, add_zero] at h
  rw [h, Finset.mul_sum]
  refine Finset.sum_congr rfl fun n _ => ?_
  rw [factorial_step, pow_succ, ← mul_div_assoc]
  congr 1
  ring

/-- Magnetic PZW line integral on a line: the `n`-th derivative of the field at the origin
enters with `x ^ n / (n! (n + 2))`. -/
theorem magnetic_line_integral (B : Polynomial ℝ) {N : ℕ} (hN : B.natDegree < N) (x : ℝ) :
    ∫ s in (0 : ℝ)..1, s * B.eval (s * x) =
      ∑ n ∈ Finset.range N, (Polynomial.derivative^[n] B).eval 0 * x ^ n /
        ((n.factorial : ℝ) * ((n : ℝ) + 2)) := by
  have h := line_moment B hN 1 x
  simp only [pow_one, Nat.cast_one] at h
  rw [h]
  refine Finset.sum_congr rfl fun n _ => ?_
  rw [show (n : ℝ) + 1 + 1 = (n : ℝ) + 2 by ring]

/-- The electric PZW line integral, as a function of the end point `x`, has derivative
`E(x)`. -/
theorem electric_line_integral_hasDerivAt (E : Polynomial ℝ) (x : ℝ) :
    HasDerivAt (fun y : ℝ => y * ∫ s in (0 : ℝ)..1, E.eval (s * y)) (E.eval x) x := by
  -- rescaling the parameter gives the ordinary integral of the field from 0 to y
  have h : (fun y : ℝ => y * ∫ s in (0 : ℝ)..1, E.eval (s * y)) =
      fun y : ℝ => ∫ t in (0 : ℝ)..y, E.eval t := by
    funext y
    have h1 := intervalIntegral.mul_integral_comp_mul_right
      (a := (0 : ℝ)) (b := 1) (f := fun t : ℝ => E.eval t) y
    simpa only [zero_mul, one_mul] using h1
  rw [h]
  exact (Continuous.integral_hasStrictDerivAt E.continuous 0 x).hasDerivAt

/-- A polynomial field component in space, restricted to the ray `s ↦ s r`. -/
def alongRay (r : Fin 3 → ℝ) (F : MvPolynomial (Fin 3) ℝ) : Polynomial ℝ :=
  MvPolynomial.aeval (fun i => Polynomial.C (r i) * Polynomial.X) F

/-- The `n`-th derivative of `s ↦ F(s r)` at `s = 0`. -/
def rayDerivative (n : ℕ) (r : Fin 3 → ℝ) (F : MvPolynomial (Fin 3) ℝ) : ℝ :=
  (Polynomial.derivative^[n] (alongRay r F)).eval 0

/-- Electric coupling energy `-q r · ∫ E(s r) ds` of a charge `q` at position `r`. -/
def electricCoupling (q : ℝ) (r : Fin 3 → ℝ) (E : Fin 3 → MvPolynomial (Fin 3) ℝ) : ℝ :=
  -q * ∑ i, r i * ∫ s in (0 : ℝ)..1, MvPolynomial.eval (s • r) (E i)

/-- Magnetic coupling energy `-q (r × v) · ∫ s B(s r) ds` of a charge `q` at position `r`
with velocity `v`. -/
def magneticCoupling (q : ℝ) (r v : Fin 3 → ℝ) (B : Fin 3 → MvPolynomial (Fin 3) ℝ) : ℝ :=
  -q * ∑ i, (r ⨯₃ v) i * ∫ s in (0 : ℝ)..1, s * MvPolynomial.eval (s • r) (B i)

/-- The restricted field at parameter `s` is the field at the point `s r`. -/
theorem eval_alongRay (r : Fin 3 → ℝ) (F : MvPolynomial (Fin 3) ℝ) (s : ℝ) :
    (alongRay r F).eval s = MvPolynomial.eval (s • r) F := by
  unfold alongRay
  induction F using MvPolynomial.induction_on with
  | C a => simp [Polynomial.algebraMap_eq]
  | add p q hp hq => simp only [map_add, Polynomial.eval_add, hp, hq]
  | mul_X p i hp =>
    simp only [map_mul, MvPolynomial.aeval_X, Polynomial.eval_mul, hp, Polynomial.eval_C,
      Polynomial.eval_X, MvPolynomial.eval_X, Pi.smul_apply, smul_eq_mul]
    ring

/-- Multipole series of the electric coupling in space: the `n`-th derivative of the field
along `r` enters with `1 / (n + 1)!`. -/
theorem electricCoupling_multipole (q : ℝ) (r : Fin 3 → ℝ)
    (E : Fin 3 → MvPolynomial (Fin 3) ℝ) {N : ℕ}
    (hN : ∀ i, (alongRay r (E i)).natDegree < N) :
    electricCoupling q r E = ∑ n ∈ Finset.range N,
      -q * ∑ i, r i * (rayDerivative n r (E i) / ((n + 1).factorial : ℝ)) := by
  have h : ∀ i, ∫ s in (0 : ℝ)..1, MvPolynomial.eval (s • r) (E i) =
      ∑ n ∈ Finset.range N, rayDerivative n r (E i) / ((n + 1).factorial : ℝ) := by
    intro i
    have h1 := electric_line_integral (alongRay r (E i)) (hN i) 1
    simpa only [one_mul, mul_one, one_pow, eval_alongRay, rayDerivative] using h1
  -- collect the three components order by order
  simp only [electricCoupling, h, Finset.mul_sum]
  exact Finset.sum_comm

/-- Multipole series of the magnetic coupling in space: the `n`-th derivative of the field
along `r` enters with `1 / (n! (n + 2))`. -/
theorem magneticCoupling_multipole (q : ℝ) (r v : Fin 3 → ℝ)
    (B : Fin 3 → MvPolynomial (Fin 3) ℝ) {N : ℕ}
    (hN : ∀ i, (alongRay r (B i)).natDegree < N) :
    magneticCoupling q r v B = ∑ n ∈ Finset.range N, -q * ∑ i, (r ⨯₃ v) i *
      (rayDerivative n r (B i) / ((n.factorial : ℝ) * ((n : ℝ) + 2))) := by
  have h : ∀ i, ∫ s in (0 : ℝ)..1, s * MvPolynomial.eval (s • r) (B i) =
      ∑ n ∈ Finset.range N,
        rayDerivative n r (B i) / ((n.factorial : ℝ) * ((n : ℝ) + 2)) := by
    intro i
    have h1 := magnetic_line_integral (alongRay r (B i)) (hN i) 1
    simpa only [mul_one, one_pow, eval_alongRay, rayDerivative] using h1
  simp only [magneticCoupling, h, Finset.mul_sum]
  exact Finset.sum_comm

/-- In a uniform magnetic field `b` the magnetic coupling energy is
`-(q / 2) (r × v) · b`. -/
theorem magneticCoupling_uniform (q : ℝ) (r v b : Fin 3 → ℝ) :
    magneticCoupling q r v (fun i => MvPolynomial.C (b i)) =
      -(q / 2) * ((r ⨯₃ v) ⬝ᵥ b) := by
  have h : ∀ i, ∫ s in (0 : ℝ)..1,
      s * MvPolynomial.eval (s • r) (MvPolynomial.C (b i)) = b i / 2 := by
    intro i
    simp only [MvPolynomial.eval_C]
    rw [intervalIntegral.integral_mul_const, integral_id]
    ring
  simp only [magneticCoupling, h, dotProduct, Finset.mul_sum]
  refine Finset.sum_congr rfl fun i _ => ?_
  ring

end

end PZWMultipole
```

```lean
#print axioms PZWMultipole.magnetic_line_integral
#print axioms PZWMultipole.electricCoupling_multipole
#print axioms PZWMultipole.magneticCoupling_multipole
#print axioms PZWMultipole.magneticCoupling_uniform
```

```
'PZWMultipole.magnetic_line_integral' depends on axioms: [propext, Classical.choice, Quot.sound]
'PZWMultipole.electricCoupling_multipole' depends on axioms: [propext, Classical.choice, Quot.sound]
'PZWMultipole.magneticCoupling_multipole' depends on axioms: [propext, Classical.choice, Quot.sound]
'PZWMultipole.magneticCoupling_uniform' depends on axioms: [propext, Classical.choice, Quot.sound]
```

## How the theorems read, and their range

A field on a line is a `Polynomial ℝ`. A field in space is a triple of `MvPolynomial (Fin 3) ℝ`, one per component. `alongRay` restricts a component to $s\mapsto s\mathbf r$, and `rayDerivative` is $D_n$. The hypothesis `hN` places $N$ above the degree, along the ray in the spatial theorems, so no order is lost. `Finset.range N` runs from $0$ to $N-1$.

`derivative_at_origin` converts coefficients into derivatives. `line_moment` expands the field, exchanges sum and integral by `intervalIntegral.integral_finsetSum`, and integrates each power with `integral_pow`. The two line theorems specialise it to $k=0$ and $k=1$, with `factorial_step` supplying the electric factorial. `electric_line_integral_hasDerivAt` follows the substitution above and then applies the fundamental theorem of calculus.

`eval_alongRay` shows, by induction on the polynomial, that the restricted field has the correct values. The two spatial series then use the line theorems at $x=1$ and `Finset.sum_comm`. `magneticCoupling_uniform` integrates the constant field directly.

The origin is the multipole reference point, and the fields are real functions of position at a fixed time. They need not satisfy Maxwell's equations. A plane wave is not polynomial: replacing it by a Taylor polynomial introduces a truncation error that these theorems do not bound.

The coupling energies are definitions here; they are not derived from a gauge transformation. The magnetic one depends on velocity: it is minus the magnetic interaction term of the Lagrangian, and adding it to the kinetic energy does not give the Hamiltonian. Written in canonical momentum, the Hamiltonian also contains a diamagnetic term, quadratic in the magnetic field, which is not treated here. Quantised fields and operator ordering do not enter, and the derivative theorem concerns motion on a line, not the force in three dimensions.
